Closed-form Σ states with energies 2√(1 ± e)(n+1) in the harmonic Renner–Teller model, |e| < 1

Q: Conventions first. What is r, what are the units, and where do two radial equations come from?

A: Take a linear molecule in a Π electronic state, with electronic angular momentum Λ = ±1 about the axis, and a two-dimensional bend with polar coordinates r, φ and angular momentum l. The reduced Planck constant ħ, the bending mass and the mean force constant equal 1, and energies count from the potential at r = 0. The bend splits the potential into (1 + e)r²/2 and (1 − e)r²/2, which defines the Renner parameter e. The total K = Λ + l is conserved, and Σ states have K = 0: a radial function f with Λ = 1, l = −1, and a radial function g with Λ = −1, l = 1. On a function h(r)exp(ilφ) with l² = 1 the kinetic energy acts as

T h = −(h″ + h′/r − h/r²)/2,

and the coupling e r²/2 links the two components, so that for energy E

T f + r²f/2 + e r²g/2 = E f
T g + r²g/2 + e r²f/2 = E g.

In Lean 4 with Mathlib:

```lean
import Mathlib

open Polynomial

namespace RennerSigma

noncomputable section

/-- A radial function with first and second derivatives everywhere. -/
def TwiceDiff (f : ℝ → ℝ) : Prop := Differentiable ℝ f ∧ Differentiable ℝ (deriv f)

/-- Radial kinetic energy of the two-dimensional bend for angular momentum of modulus one. -/
def kinetic (f : ℝ → ℝ) (r : ℝ) : ℝ := -(deriv (deriv f) r + deriv f r / r - f r / r ^ 2) / 2

/-- `h` solves the radial oscillator equation with force constant `k` and energy `E`. -/
def IsOscState (k E : ℝ) (h : ℝ → ℝ) : Prop :=
  TwiceDiff h ∧ ∀ r > 0, kinetic h r + k * r ^ 2 * h r / 2 = E * h r

/-- `(f, g)` solves the two coupled radial Renner equations for Sigma vibronic states with
Renner parameter `e` and energy `E`. -/
def IsSigmaState (e E : ℝ) (f g : ℝ → ℝ) : Prop :=
  TwiceDiff f ∧ TwiceDiff g ∧ ∀ r > 0,
    kinetic f r + r ^ 2 * f r / 2 + e * r ^ 2 * g r / 2 = E * f r ∧
    kinetic g r + r ^ 2 * g r / 2 + e * r ^ 2 * f r / 2 = E * g r
```

`kinetic` is T, `IsSigmaState e E f g` is the pair of equations for r > 0, and `IsOscState k E h` is the single equation T h + k r²h/2 = E h with force constant k.

Q: So the equations are postulated.

A: Yes. The reduction from the molecular Hamiltonian is assumed, not derived. Spin–orbit coupling, anharmonicity, stretching and overall rotation are absent, and K ≠ 0 is not treated.

Q: Why differentiability on all of ℝ, when r is a radius?

A: `TwiceDiff` is there because `deriv` returns 0 at a point where a function has no derivative, which would admit spurious solutions. Demanding it for all real r is stronger than r > 0 requires and excludes functions singular at the origin. The trial functions satisfy it. With a sign s = ±1, a polynomial p, a real number ν and n = 0, 1, 2, …, set

a = √(1 + s e),  x = a r²,  G = exp(−x/2),  f = r p(x) G,
L[p] = x p″ + (2 − x)p′ + ν p,
Lₙ¹(x) = Σⱼ₌₀ⁿ (−1)ʲ C(n+1, j+1) xʲ/j!,

where C is the binomial coefficient. These are `freq s e`, `wave a p`, `laguerreOp ν p` and `laguerre n`, with L₀¹ = 1 and L₁¹ = 2 − x.

```lean
/-- The bending frequency `sqrt (1 + s e)` of the Renner component with sign `s`. -/
def freq (s e : ℝ) : ℝ := Real.sqrt (1 + s * e)

/-- The radial function `r p(a r²) exp(-a r²/2)`. -/
def wave (a : ℝ) (p : ℝ[X]) (r : ℝ) : ℝ := r * p.eval (a * r ^ 2) * Real.exp (-a * r ^ 2 / 2)

/-- The Laguerre expression `x p'' + (2 - x) p' + ν p`. -/
def laguerreOp (ν : ℝ) (p : ℝ[X]) : ℝ[X] :=
  X * derivative (derivative p) + (C 2 - X) * derivative p + C ν * p

/-- The associated Laguerre polynomial `L_n^1` as an explicit sum. -/
def laguerre (n : ℕ) : ℝ[X] :=
  ∑ j ∈ Finset.range (n + 1),
    monomial j ((-1) ^ j * ((n + 1).choose (j + 1) : ℝ) / (j.factorial : ℝ))
```

Q: Setting g = s f looks like assuming the answer.

A: It loses nothing: with u = (f + g)/2 and v = (f − g)/2, every solution is the sum (u, u) + (v, −v) of a pair with g = f and a pair with g = −f, and each of u, v turns out to obey its own oscillator equation. Both parts can be nonzero at once, as at e = 0, so not every solution has the form g = s f. T is linear; `kinetic_comb` shows it by differentiating αf + βg twice for real constants α, β.

```lean
/-- Superpositions stay twice differentiable and the kinetic operator acts on them linearly. -/
theorem kinetic_comb {f g : ℝ → ℝ} (hf : TwiceDiff f) (hg : TwiceDiff g) (α β : ℝ) :
    TwiceDiff (fun r => α * f r + β * g r) ∧
      ∀ r, kinetic (fun r => α * f r + β * g r) r = α * kinetic f r + β * kinetic g r := by
  obtain ⟨f1, f2⟩ := hf
  obtain ⟨g1, g2⟩ := hg
  have d1 := fun r => ((f1 r).hasDerivAt.const_mul α).fun_add ((g1 r).hasDerivAt.const_mul β)
  have d2 := fun r => ((f2 r).hasDerivAt.const_mul α).fun_add ((g2 r).hasDerivAt.const_mul β)
  have e1 : deriv (fun r => α * f r + β * g r) = fun r => α * deriv f r + β * deriv g r :=
    funext fun r => (d1 r).deriv
  refine ⟨⟨fun r => (d1 r).differentiableAt, ?_⟩, fun r => ?_⟩
  · rw [e1]
    exact fun r => (d2 r).differentiableAt
  · simp only [kinetic, e1, (d2 r).deriv]
    ring
```

Add s times the second equation to the first. Since s² = 1, g + s f = s(f + s g), and h = f + s g obeys

T h + (1 + s e) r²h/2 = E h.

In `decouple` the closing `linear_combination` is this sum: `h1 + s * h2`, linearity, and `hs2` for s² = 1. For any solution of the coupled system, f + g and f − g therefore solve the oscillators on the two potentials at the same E.

```lean
/-- Decoupling: for `s = ±1` the combination `f + s g` of any solution of the coupled equations
solves the oscillator equation with force constant `1 + s e` and the same energy. -/
theorem decouple {e E s : ℝ} {f g : ℝ → ℝ} (hs : s = 1 ∨ s = -1) (h : IsSigmaState e E f g) :
    IsOscState (1 + s * e) E (fun r => f r + s * g r) := by
  have hs2 : s * s = 1 := by rcases hs with rfl | rfl <;> norm_num
  obtain ⟨hf, hg, heq⟩ := h
  have hc := kinetic_comb hf hg 1 s
  simp only [one_mul] at hc
  refine ⟨hc.1, fun r hr => ?_⟩
  obtain ⟨h1, h2⟩ := heq r hr
  beta_reduce
  linear_combination hc.2 r + h1 + s * h2 + (e * r ^ 2 * g r / 2) * hs2
```

For g = s f the first equation is already T f + (1 + s e)r²f/2 = E f, and the second is s times it. That gives the equivalence `sigma_iff_osc`, on which `sigma_levels`, `sigma_ground` and `sigma_quantised` below rest.

```lean
/-- For `s = ±1` the pair `(f, s f)` solves the coupled equations exactly when `f` solves the
oscillator equation with force constant `1 + s e`. -/
theorem sigma_iff_osc {e E s : ℝ} {f : ℝ → ℝ} (hs : s = 1 ∨ s = -1) :
    IsSigmaState e E f (fun r => s * f r) ↔ IsOscState (1 + s * e) E f := by
  have hs2 : s * s = 1 := by rcases hs with rfl | rfl <;> norm_num
  constructor
  · rintro ⟨hf, -, heq⟩
    refine ⟨hf, fun r hr => ?_⟩
    have h := (heq r hr).1
    beta_reduce at h
    linear_combination h
  · rintro ⟨hf, heq⟩
    have hc := kinetic_comb hf hf s 0
    simp only [zero_mul, add_zero] at hc
    refine ⟨hf, hc.1, fun r hr => ?_⟩
    have h := heq r hr
    beta_reduce
    exact ⟨by linear_combination h,
      by linear_combination hc.2 r + s * h - (e * r ^ 2 * f r / 2) * hs2⟩
```

Q: Show me the differentiation.

A: Primes on f mean d/dr, primes on p mean d/dx. With dx/dr = 2a r and dG/dr = −a r G,

f′ = (p + 2x p′ − x p) G
f″ = a r G (4x p″ + 6p′ − 4x p′ − 3p + x p)
f′/r − f/r² = a r G (2p′ − p).

Adding the last two lines and multiplying by −1/2,

T f = −a r G (2x p″ + (4 − 2x)p′ − 2p + x p/2).

The potential term a²r²f/2 = a r G x p/2 cancels the final term, leaving

T f + a²r²f/2 − 2a(ν+1) f = −2a r G L[p](x).

For p = 1 and ν = 0 the right side vanishes, so E = 2a. In `wave_osc_iff`, which holds for any a > 0, `hx`, `hp` and `hG` are the chain rule, `d1` and `d2` the two derivatives, `h1` the third line and `key` the last identity. If L[p] = 0 the radial equation holds. Conversely, −2a r G is nonzero for r > 0, and each x > 0 equals a r² at r = √(x/a), so the polynomial L[p] has infinitely many roots and is zero.

```lean
/-- For `a > 0`, `r p(a r²) exp(-a r²/2)` solves the oscillator equation of force constant `a²`
with energy `2a(ν+1)` exactly when `x p'' + (2 - x) p' + ν p = 0`. -/
theorem wave_osc_iff {a : ℝ} (ha : 0 < a) (ν : ℝ) (p : ℝ[X]) :
    IsOscState (a ^ 2) (2 * a * (ν + 1)) (wave a p) ↔ laguerreOp ν p = 0 := by
  have hx : ∀ r : ℝ, HasDerivAt (fun r : ℝ => a * r ^ 2) (2 * a * r) r := fun r =>
    ((hasDerivAt_pow 2 r).const_mul a).congr_deriv (by ring1)
  have hp : ∀ (q : ℝ[X]) (r : ℝ), HasDerivAt (fun r : ℝ => q.eval (a * r ^ 2))
      ((derivative q).eval (a * r ^ 2) * (2 * a * r)) r := by
    intro q r
    have h := HasDerivAt.comp r (q.hasDerivAt (a * r ^ 2)) (hx r)
    exact h
  have hG : ∀ r : ℝ, HasDerivAt (fun r : ℝ => Real.exp (-a * r ^ 2 / 2))
      (Real.exp (-a * r ^ 2 / 2) * (-a * r)) r := by
    intro r
    have h : HasDerivAt (fun r : ℝ => -a * r ^ 2 / 2) (-a * r) r :=
      (((hasDerivAt_pow 2 r).const_mul (-a)).div_const 2).congr_deriv (by ring1)
    exact h.exp
  -- first and second derivative by the product rule
  have d1 : ∀ r : ℝ, HasDerivAt (wave a p) ((p.eval (a * r ^ 2) + 2 * (a * r ^ 2) *
      (derivative p).eval (a * r ^ 2) - a * r ^ 2 * p.eval (a * r ^ 2)) *
      Real.exp (-a * r ^ 2 / 2)) r := by
    intro r
    have h := ((hasDerivAt_id' r).fun_mul (hp p r)).fun_mul (hG r)
    exact h.congr_deriv (by ring)
  have d2 := fun r : ℝ => (((hp p r).fun_add (((hx r).const_mul 2).fun_mul
    (hp (derivative p) r))).fun_sub ((hx r).fun_mul (hp p r))).fun_mul (hG r)
  have e1 := funext fun r => (d1 r).deriv
  have e1' : deriv (wave a p) = _ := e1
  -- the residual of the radial equation is the Laguerre expression
  have key : ∀ r > 0, kinetic (wave a p) r + a ^ 2 * r ^ 2 * wave a p r / 2
      - 2 * a * (ν + 1) * wave a p r
      = -2 * a * r * Real.exp (-a * r ^ 2 / 2) * (laguerreOp ν p).eval (a * r ^ 2) := by
    intro r hr
    have hr0 : r ≠ 0 := ne_of_gt hr
    have h1 : ∀ P Q G : ℝ, (P + 2 * (a * r ^ 2) * Q - a * r ^ 2 * P) * G / r
        - r * P * G / r ^ 2 = (2 * a * r * Q - a * r * P) * G := by
      intro P Q G
      field_simp
      ring
    have e2 : deriv (deriv (wave a p)) r = _ :=
      (congrArg (fun F : ℝ → ℝ => deriv F r) e1').trans (d2 r).deriv
    rw [kinetic, e2, (d1 r).deriv]
    simp only [wave, laguerreOp, eval_add, eval_mul, eval_sub, eval_X, eval_C]
    linear_combination (-1 / 2) * h1 (p.eval (a * r ^ 2)) ((derivative p).eval (a * r ^ 2))
      (Real.exp (-a * r ^ 2 / 2))
  constructor
  · rintro ⟨-, h⟩
    -- a polynomial that vanishes for all x > 0 is zero
    refine eq_zero_of_infinite_isRoot _ ((Set.Ioi_infinite (0 : ℝ)).mono fun x hx0 => ?_)
    have hxa : 0 < x / a := div_pos hx0 ha
    have hr := Real.sqrt_pos.mpr hxa
    have hxr : a * Real.sqrt (x / a) ^ 2 = x := by
      rw [Real.sq_sqrt hxa.le]
      field_simp
    have h0 := key _ hr
    rw [h _ hr, sub_self, hxr] at h0
    refine (mul_eq_zero.mp h0.symm).resolve_left ?_
    exact mul_ne_zero (mul_ne_zero (mul_ne_zero (by norm_num) ha.ne') hr.ne') (Real.exp_ne_zero _)
  · intro h
    refine ⟨⟨fun r => (d1 r).differentiableAt, ?_⟩, fun r hr => ?_⟩
    · rw [e1']
      exact fun r => (d2 r).differentiableAt
    · have h0 := key r hr
      rw [h, eval_zero, mul_zero] at h0
      linear_combination h0
```

Q: And nonzero solutions of L[p] = 0 exist?

A: Write p = Σ cₖ xᵏ, with k now the coefficient index. The xᵏ coefficient of L[p] is k(k+1)cₖ₊₁ + 2(k+1)cₖ₊₁ − k cₖ + ν cₖ, which `hc` collects, so L[p] = 0 means

(k+2)(k+1) cₖ₊₁ = (k − ν) cₖ for all k ≥ 0.

```lean
/-- The Laguerre equation is the two-term recursion `(k+2)(k+1) c_{k+1} = (k - ν) c_k`. -/
theorem laguerreOp_iff (ν : ℝ) (p : ℝ[X]) : laguerreOp ν p = 0 ↔
    ∀ k : ℕ, ((k : ℝ) + 2) * (k + 1) * p.coeff (k + 1) = (k - ν) * p.coeff k := by
  have hX : ∀ (q : ℝ[X]) (k : ℕ), (X * derivative q).coeff k = k * q.coeff k := by
    intro q k
    cases k with
    | zero => simp
    | succ k => rw [coeff_X_mul, coeff_derivative]; push_cast; ring
  have hc : ∀ k : ℕ, (laguerreOp ν p).coeff k
      = ((k : ℝ) + 2) * (k + 1) * p.coeff (k + 1) - (k - ν) * p.coeff k := by
    intro k
    simp only [laguerreOp, sub_mul, coeff_add, coeff_sub, hX, coeff_C_mul, coeff_derivative]
    ring
  simp only [Polynomial.ext_iff, hc, coeff_zero, sub_eq_zero]
```

For Lₙ¹, cₖ = (−1)ᵏ C(n+1, k+1)/k! for every k, the binomial vanishing when k > n. The identity `hb`, (k+2)C(n+1, k+2) = (n − k)C(n+1, k+1), gives

(k+2)(k+1)cₖ₊₁ = (−1)ᵏ⁺¹(n − k)C(n+1, k+1)/k! = (k − n)cₖ,

the recursion with ν = n, and c₀ = n + 1 is nonzero.

```lean
/-- The polynomial `L_n^1` is nonzero and solves the Laguerre equation with `ν = n`. -/
theorem laguerre_witness (n : ℕ) : laguerre n ≠ 0 ∧ laguerreOp n (laguerre n) = 0 := by
  have hc : ∀ k, (laguerre n).coeff k
      = (-1) ^ k * ((n + 1).choose (k + 1) : ℝ) / (k.factorial : ℝ) := by
    intro k
    unfold laguerre
    rw [finsetSum_coeff]
    simp only [coeff_monomial]
    rw [Finset.sum_ite_eq']
    split_ifs with h
    · rfl
    · rw [Finset.mem_range] at h
      rw [Nat.choose_eq_zero_of_lt (by omega)]
      simp
  refine ⟨fun h => ?_, (laguerreOp_iff _ _).mpr fun k => ?_⟩
  · have h0 := hc 0
    have hn : (0 : ℝ) ≤ n := Nat.cast_nonneg n
    rw [h, coeff_zero, zero_add, Nat.choose_one_right, Nat.factorial_zero] at h0
    push_cast at h0
    linarith
  · have hb : ((n + 1).choose (k + 1 + 1) : ℝ) * (k + 1 + 1)
        = (n + 1).choose (k + 1) * ((n : ℝ) - k) := by
      rcases le_or_gt k n with h | h
      · have h1 := Nat.choose_succ_right_eq (n + 1) (k + 1)
        rw [Nat.add_sub_add_right] at h1
        have h2 := congrArg (Nat.cast : ℕ → ℝ) h1
        push_cast [Nat.cast_sub h] at h2
        linear_combination h2
      · rw [Nat.choose_eq_zero_of_lt (by omega), Nat.choose_eq_zero_of_lt (by omega)]
        simp
    have hk : ((k : ℝ) + 1) * ((k : ℝ) + 1)⁻¹ = 1 := mul_inv_cancel₀ (by positivity)
    rw [hc, hc, Nat.factorial_succ, Nat.cast_mul, Nat.cast_succ, div_eq_mul_inv, mul_inv]
    linear_combination (-(-1) ^ k * (k.factorial : ℝ)⁻¹) * hb
      - ((-1) ^ k * (k.factorial : ℝ)⁻¹ * (k + 2) * ((n + 1).choose (k + 1 + 1) : ℝ)) * hk
```

Q: What does |e| < 1 stand for?

A: Both potentials keep their minimum at the linear geometry. Then 1 + s e > 0, so a > 0 and a² = 1 + s e.

```lean
/-- For `|e| < 1` and `s = ±1` the frequency is positive and its square is `1 + s e`. -/
theorem freq_pos {e s : ℝ} (he : |e| < 1) (hs : s = 1 ∨ s = -1) :
    0 < freq s e ∧ freq s e ^ 2 = 1 + s * e := by
  have h : 0 < 1 + s * e := by
    obtain ⟨h1, h2⟩ := abs_lt.mp he
    rcases hs with rfl | rfl <;> linarith
  exact ⟨Real.sqrt_pos.mpr h, Real.sq_sqrt h.le⟩
```

`sigma_levels` reads: for |e| < 1, s = ±1 and every n ≥ 0, the pair f = r Lₙ¹(a r²)exp(−a r²/2), g = s f solves both equations with E = 2a(n+1). Its proof rewrites through `sigma_iff_osc` and `wave_osc_iff` and ends with `laguerre_witness`.

```lean
/-- For `|e| < 1` and `s = ±1`, with `a = sqrt (1 + s e)` and `f = r L_n^1(a r²) exp(-a r²/2)`, the
pair `(f, s f)` solves the coupled equations with energy `2a(n+1)`. -/
theorem sigma_levels {e s : ℝ} (he : |e| < 1) (hs : s = 1 ∨ s = -1) (n : ℕ) :
    IsSigmaState e (2 * freq s e * (n + 1)) (wave (freq s e) (laguerre n))
      (fun r => s * wave (freq s e) (laguerre n) r) := by
  obtain ⟨ha, hsq⟩ := freq_pos he hs
  rw [sigma_iff_osc hs, ← hsq, wave_osc_iff ha]
  exact (laguerre_witness n).2
```

Q: `IsSigmaState` has no condition at infinity, and f = g = 0 satisfies it at any E. A solution of a differential equation is not yet a bound state.

A: Correct, and normalisability is a separate claim. `sigma_ground` takes p = 1, obtains E = 2a for f = r exp(−a r²/2), and shows that r f² is integrable on r > 0, r being the weight of the plane area element. The proof rewrites r f² as r³exp(−a r²) and applies `integrableOn_rpow_mul_exp_neg_mul_sq`. Elementary integration gives ∫₀^∞ r f² dr = 1/(2a²), so the radially normalised pair is (a f, s a f). Integrability is stated for n = 0 only.

```lean
/-- For `|e| < 1` and `s = ±1`, with `a = sqrt (1 + s e)` and `f = r exp(-a r²/2)`, the pair `(f, s
f)` solves the coupled equations with energy `2a`, and `f` is square integrable with the radial
weight `r`. -/
theorem sigma_ground {e s : ℝ} (he : |e| < 1) (hs : s = 1 ∨ s = -1) :
    IsSigmaState e (2 * freq s e) (fun r => r * Real.exp (-freq s e * r ^ 2 / 2))
      (fun r => s * (r * Real.exp (-freq s e * r ^ 2 / 2))) ∧
    MeasureTheory.IntegrableOn
      (fun r : ℝ => r * (r * Real.exp (-freq s e * r ^ 2 / 2)) ^ 2) (Set.Ioi 0) := by
  obtain ⟨ha, hsq⟩ := freq_pos he hs
  constructor
  · have h := (wave_osc_iff ha 0 1).mpr (by simp [laguerreOp])
    have hw : wave (freq s e) 1 = fun r => r * Real.exp (-freq s e * r ^ 2 / 2) :=
      funext fun r => by simp only [wave, eval_one, mul_one]
    rw [hw, hsq, zero_add, mul_one] at h
    exact (sigma_iff_osc hs).mpr h
  · have hf : (fun r : ℝ => r * (r * Real.exp (-freq s e * r ^ 2 / 2)) ^ 2)
        = fun r : ℝ => r ^ (3 : ℝ) * Real.exp (-freq s e * r ^ 2) := by
      funext r
      have h3 : r ^ (3 : ℝ) = r ^ 3 := by exact_mod_cast Real.rpow_natCast r 3
      have h4 : Real.exp (-freq s e * r ^ 2)
          = Real.exp (-freq s e * r ^ 2 / 2) * Real.exp (-freq s e * r ^ 2 / 2) := by
        rw [← Real.exp_add, add_halves]
      rw [h3, h4, mul_pow, sq (Real.exp _)]
      generalize Real.exp (-freq s e * r ^ 2 / 2) = G
      ring
    rw [hf]
    exact integrableOn_rpow_mul_exp_neg_mul_sq ha (by norm_num)
```

Q: Then the name "ground" needs defending.

A: It is meant narrowly. At e = 0 the energy 2 is that of one bending quantum above the zero-point level 1; the vibrationless level has l = 0 and K = ±1, so it is no Σ state. The claim concerns the bottom of each Σ ladder, and `sigma_quantised` proves it within one class: g = s f and f = r p(a r²)exp(−a r²/2) with p a nonzero polynomial and this same a. Write E = 2a(ν+1) with ν = E/(2a) − 1, and take the recursion at k = deg p, which is `p.natDegree`. There cₖ₊₁ = 0 and cₖ ≠ 0, so ν = deg p and

E = 2a(deg p + 1) ≥ 2a.

That every normalisable solution is, for r > 0, a sum of such pairs with s = 1 and s = −1, or that these states are complete, is not among the theorems.

```lean
/-- Let `|e| < 1`, `s = ±1` and `a = sqrt (1 + s e)`. If `(f, s f)` with `f = r p(a r²) exp(-a
r²/2)`, `p` a nonzero polynomial, solves the coupled equations with energy `E`, then `E = 2a(deg p +
1)` and `2a ≤ E`. -/
theorem sigma_quantised {e s E : ℝ} {p : ℝ[X]} (he : |e| < 1) (hs : s = 1 ∨ s = -1)
    (hp : p ≠ 0) (h : IsSigmaState e E (wave (freq s e) p) (fun r => s * wave (freq s e) p r)) :
    E = 2 * freq s e * (p.natDegree + 1) ∧ 2 * freq s e ≤ E := by
  obtain ⟨ha, hsq⟩ := freq_pos he hs
  have hc : 2 * freq s e ≠ 0 := by positivity
  obtain ⟨ν, rfl⟩ : ∃ ν, E = 2 * freq s e * (ν + 1) :=
    ⟨E / (2 * freq s e) - 1, by rw [sub_add_cancel, mul_div_cancel₀ _ hc]⟩
  rw [sigma_iff_osc hs, ← hsq, wave_osc_iff ha, laguerreOp_iff] at h
  -- the recursion must stop at the top coefficient
  have h1 := h p.natDegree
  rw [coeff_eq_zero_of_natDegree_lt (Nat.lt_succ_self _), mul_zero] at h1
  have h2 := (mul_eq_zero.mp h1.symm).resolve_right (leadingCoeff_ne_zero.mpr hp)
  have h3 : ν = p.natDegree := by linarith
  have h4 : 0 ≤ freq s e * (p.natDegree : ℝ) := by positivity
  rw [h3]
  exact ⟨rfl, by linarith⟩

end

end RennerSigma
```

```lean
#print axioms RennerSigma.decouple
#print axioms RennerSigma.sigma_levels
#print axioms RennerSigma.sigma_ground
#print axioms RennerSigma.sigma_quantised
```

```
'RennerSigma.decouple' depends on axioms: [propext, Classical.choice, Quot.sound]
'RennerSigma.sigma_levels' depends on axioms: [propext, Classical.choice, Quot.sound]
'RennerSigma.sigma_ground' depends on axioms: [propext, Classical.choice, Quot.sound]
'RennerSigma.sigma_quantised' depends on axioms: [propext, Classical.choice, Quot.sound]
```

Q: What does a spectroscopist gain, and does the argument reach further?

A: In the harmonic, spin-free model with the single parameter e, the two Σ ladders have spacings 2√(1 + e) and 2√(1 − e), exact in e, against which a numerical Renner calculation at K = 0 can be compared. The same differentiation handles a single oscillator with |l| = m for an integer m ≥ 0: with m²h/r² in T and f = rᵐ p(x) G, the condition becomes

x p″ + (m + 1 − x)p′ + ν p = 0,  E = a(2ν + m + 1),

and m = 1 returns the case above. This extension and the value of the normalisation integral are side remarks with no theorem in the file behind them.
